# Keller–Dykhne duality for a scalar effective conductivity, with the geometric mean under phase interchange

A planar composite enters here through its spaces of fields, without coordinates or differential equations. In a real inner-product space $H$ there are three mutually orthogonal subspaces: $U$, the uniform fields, with a nonzero element; $E$, the fluctuating curl-free fields; and $J$, the fluctuating divergence-free currents. An orthogonal projection $\chi$ restricts a field to phase one. The plane itself is represented by a linear map $R$ with

$$R\chi=\chi R,\qquad U\subseteq R(U),\qquad R(E)\subseteq J,\qquad R(J)\subseteq E.$$

For periodic fields in the plane, $R$ is the pointwise quarter turn, which makes a divergence-free field out of a gradient and conversely.

With phase conductivities $a,b$, the local law is $L(a,b)=a\chi+b(1-\chi)$. A scalar $s$ is effective for $L(a,b)$ if each $u\in U$ has an $e\in E$ with $L(a,b)(u+e)-su\in J$. For $a,b>0$, such an $s$ is unique and positive, and $ab/s$ is effective for $L(b,a)$. If a symmetry also interchanges the phases, $s=\sqrt{ab}$.

That a scalar $s$ exists is assumed. A medium whose response depends on direction has none, so Keller's relation between conductivities along perpendicular axes is not covered here.

## Energy, uniqueness and sign

Let $L(a,b)(u+e)=su+j$ with $j\in J$. For any $e'\in E$, orthogonality gives

$$\langle u+e',su+j\rangle=s\langle u,u\rangle+\langle u,j\rangle+s\langle e',u\rangle+\langle e',j\rangle=s\langle u,u\rangle .$$

Suppose $s'$ is also effective, with fluctuation $e'$ for the same $u\neq0$. Since $L(a,b)$ is symmetric,

$$s\langle u,u\rangle=\langle u+e',L(a,b)(u+e)\rangle=\langle u+e,L(a,b)(u+e')\rangle=s'\langle u,u\rangle,$$

so $s=s'$. For the sign, put $x=u+e$. It is nonzero because $\langle u,x\rangle=\langle u,u\rangle>0$. Taking $e'=e$ gives

$$s\langle u,u\rangle=a\|\chi x\|^2+b\|x-\chi x\|^2>0,$$

as the two squared norms add up to $\|x\|^2$.

## Rotating the current into a field

From $\chi^2=\chi$ follows $L(b,a)L(a,b)=ab\,\chi+ab(1-\chi)=ab$. Given $w\in U$, choose $u\in U$ with $Ru=w$, and solve $L(a,b)(u+e)=su+j$. The fluctuation $s^{-1}Rj$ lies in $E$, and

$$w+s^{-1}Rj=s^{-1}R\,L(a,b)(u+e).$$

Since $R$ commutes with $L(b,a)$,

$$L(b,a)(w+s^{-1}Rj)=\frac{ab}{s}R(u+e)=\frac{ab}{s}w+\frac{ab}{s}Re,$$

where the last term is in $J$. Thus $ab/s$ is effective for the interchanged phases, and by uniqueness any $s'$ effective for $L(b,a)$ satisfies $ss'=ab$.

Now let $T$ be linear with $U\subseteq T(U)$, $T(E)\subseteq E$, $T(J)\subseteq J$ and $T\chi=(1-\chi)T$. Then $T\,L(a,b)=L(b,a)\,T$, so for $w=Tu$

$$L(b,a)(w+Te)=T(su+j)=sw+Tj .$$

The same $s$ is effective for $L(b,a)$. Hence $s^2=ab$, and positivity selects $s=\sqrt{ab}$.

## Two slabs in series

The condition $R(E)\subseteq J$ is needed. Let $H=\mathbb R^2$ hold the field values in two equal slabs, with $U$ spanned by $(1,1)$, $E$ by $(1,-1)$, $J=\{0\}$, $\chi(x,y)=(x,0)$, $R=1$ and $T(x,y)=(y,x)$. Every other condition holds. The current must be constant, so a unit mean field gives $s=2ab/(a+b)$ for either order of the phases. With $a=1$, $b=4$ this is $8/5$, whereas $\sqrt{ab}=2$.

## Field classes and the cell problem in Lean

The space `H` may have any dimension and need not be complete.

```lean
import Mathlib

open scoped InnerProductSpace

namespace KellerDykhne

noncomputable section

variable {H : Type*} [NormedAddCommGroup H] [InnerProductSpace ℝ H]
```

The local law $L(a,b)$ is `conductivity χ a b`.

```lean
/-- The local conductivity `a χ + b (1 - χ)` of a two-phase medium, where `χ` selects
the first phase. -/
def conductivity (χ : H →ₗ[ℝ] H) (a b : ℝ) : H →ₗ[ℝ] H :=
  a • χ + b • (LinearMap.id - χ)
```

In the next structure, `idem` and `symm` make `χ` an orthogonal projection, and `rotU` states $U\subseteq R(U)$. Neither $R^2=-1$ nor preservation of lengths is required, and $U$, $E$, $J$ need not span `H`.

```lean
/-- The geometry of a planar two-phase medium: orthogonal spaces `U` (uniform fields), `E`
(fluctuating electric fields) and `J` (fluctuating currents), an orthogonal projection `χ` onto
phase one, and a linear map `R` that commutes with `χ`, sends `E` into `J` and `J` into `E`, and
satisfies `U ⊆ R(U)`. The space `U` has a nonzero element. -/
structure IsPlanarMedium (U E J : Submodule ℝ H) (χ R : H →ₗ[ℝ] H) : Prop where
  nonzero : ∃ u ∈ U, u ≠ 0
  orthUE : ∀ u ∈ U, ∀ e ∈ E, ⟪u, e⟫_ℝ = 0
  orthUJ : ∀ u ∈ U, ∀ j ∈ J, ⟪u, j⟫_ℝ = 0
  orthEJ : ∀ e ∈ E, ∀ j ∈ J, ⟪e, j⟫_ℝ = 0
  idem : ∀ x, χ (χ x) = χ x
  symm : ∀ x y, ⟪χ x, y⟫_ℝ = ⟪x, χ y⟫_ℝ
  comm : ∀ x, χ (R x) = R (χ x)
  rotU : ∀ u ∈ U, ∃ v ∈ U, R v = u
  rotE : ∀ e ∈ E, R e ∈ J
  rotJ : ∀ j ∈ J, R j ∈ E
```

The symmetry $T$ has its own structure, with `swap` for $T\chi=(1-\chi)T$.

```lean
/-- A linear map `T` that satisfies `U ⊆ T(U)`, sends `E` and `J` into themselves, and exchanges the
two phases in the sense that `T χ = (1 - χ) T`. -/
structure IsInterchange (U E J : Submodule ℝ H) (χ T : H →ₗ[ℝ] H) : Prop where
  mapU : ∀ u ∈ U, ∃ v ∈ U, T v = u
  mapE : ∀ e ∈ E, T e ∈ E
  mapJ : ∀ j ∈ J, T j ∈ J
  swap : ∀ x, T (χ x) = T x - χ (T x)
```

The cell problem becomes a property of the number `s`. The fluctuation `e` may depend on `u`, but `s` may not.

```lean
/-- The scalar `s` is an effective conductivity: each applied uniform field `u` has a
fluctuation `e` for which the current is `s u` plus a fluctuating current. -/
def IsEffective (U E J : Submodule ℝ H) (χ : H →ₗ[ℝ] H) (a b s : ℝ) : Prop :=
  ∀ u ∈ U, ∃ e ∈ E, conductivity χ a b (u + e) - s • u ∈ J
```

The following lemma unfolds the local law.

```lean
/-- The local current is `a` times the field in phase one plus `b` times the field in
phase two. -/
theorem conductivity_apply (χ : H →ₗ[ℝ] H) (a b : ℝ) (x : H) :
    conductivity χ a b x = a • χ x + b • (x - χ x) := rfl
```

## The energy identity and its two consequences

`energy_identity` takes an arbitrary current `y`, so the field and the current may come from different solutions. The three orthogonality relations are combined by `linear_combination`.

```lean
variable {U E J : Submodule ℝ H} {χ R T : H →ₗ[ℝ] H} {a b s s' : ℝ}

/-- In a planar medium, a field `u + e`, with `u` in `U` and `e` in `E`, and a current `y` equal to
`s u` plus a fluctuating current have the inner product `s ⟪u, u⟫`. -/
theorem energy_identity (h : IsPlanarMedium U E J χ R) {u e y : H}
    (hu : u ∈ U) (he : e ∈ E) (hy : y - s • u ∈ J) :
    ⟪u + e, y⟫_ℝ = s * ⟪u, u⟫_ℝ := by
  have h1 := h.orthUJ u hu _ hy
  have h2 := h.orthEJ e he _ hy
  have h3 := h.orthUE u hu e he
  rw [real_inner_comm] at h3
  rw [inner_sub_right, real_inner_smul_right] at h1 h2
  rw [inner_add_left]
  linear_combination h1 + h2 + s * h3
```

Uniqueness uses it twice with the fluctuations crossed. `h3` is the symmetry of the local law, and the nonzero factor $\langle u,u\rangle$ is then cancelled. No sign of `a` or `b` enters.

```lean
/-- A planar medium has at most one scalar effective conductivity. -/
theorem effective_unique (h : IsPlanarMedium U E J χ R)
    (hs : IsEffective U E J χ a b s) (hs' : IsEffective U E J χ a b s') : s = s' := by
  obtain ⟨u, hu, hu0⟩ := h.nonzero
  obtain ⟨e, he, hj⟩ := hs u hu
  obtain ⟨e', he', hj'⟩ := hs' u hu
  have h1 := energy_identity h hu he' hj
  have h2 := energy_identity h hu he hj'
  -- reciprocity: the local conductivity is symmetric
  have h3 : ⟪u + e', conductivity χ a b (u + e)⟫_ℝ
      = ⟪u + e, conductivity χ a b (u + e')⟫_ℝ := by
    rw [real_inner_comm (conductivity χ a b (u + e')) (u + e)]
    simp only [conductivity_apply, inner_add_left (𝕜 := ℝ) (a • _),
      inner_add_right (𝕜 := ℝ) _ (a • _), real_inner_smul_left, real_inner_smul_right,
      inner_sub_left, inner_sub_right, h.symm]
  exact mul_right_cancel₀ (inner_self_ne_zero.mpr hu0) (h1.symm.trans (h3.trans h2))
```

For positivity, `hp` and `hq` say that $\|\chi x\|^2$ and $\|x-\chi x\|^2$ are nonnegative, both written through inner products. The case split asks whether the first vanishes; if so, phase two carries all the dissipation.

```lean
/-- If both phases of a planar medium have positive conductivity, then any scalar effective
conductivity of the medium is positive. -/
theorem effective_pos (h : IsPlanarMedium U E J χ R) (ha : 0 < a) (hb : 0 < b)
    (hs : IsEffective U E J χ a b s) : 0 < s := by
  obtain ⟨u, hu, hu0⟩ := h.nonzero
  obtain ⟨e, he, hj⟩ := hs u hu
  have h1 := energy_identity h hu he hj
  have huu : 0 < ⟪u, u⟫_ℝ := real_inner_self_pos.mpr hu0
  have hx : u + e ≠ 0 := by
    intro h0
    have h2 : ⟪u, u + e⟫_ℝ = 0 := by rw [h0, inner_zero_right]
    rw [inner_add_right, h.orthUE u hu e he] at h2
    linarith
  generalize u + e = x at h1 hx
  have hn : 0 < ⟪x, x⟫_ℝ := real_inner_self_pos.mpr hx
  -- the dissipation in each phase is nonnegative
  have hp : 0 ≤ ⟪x, χ x⟫_ℝ := by
    rw [← h.idem x, ← h.symm]
    exact real_inner_self_nonneg
  have hq : 0 ≤ ⟪x, x⟫_ℝ - ⟪x, χ x⟫_ℝ := by
    have h2 : 0 ≤ ⟪x - χ x, x - χ x⟫_ℝ := real_inner_self_nonneg
    rw [inner_sub_left, inner_sub_right, inner_sub_right, h.symm, h.symm, h.idem] at h2
    linarith
  rw [conductivity_apply, inner_add_right, real_inner_smul_right, real_inner_smul_right,
    inner_sub_right] at h1
  have h3 : 0 < s * ⟪u, u⟫_ℝ := by
    rw [← h1]
    rcases hp.eq_or_lt with h0 | h0
    · rw [← h0, mul_zero, zero_add, sub_zero]
      exact mul_pos hb hn
    · exact add_pos_of_pos_of_nonneg (mul_pos ha h0) (mul_nonneg hb.le hq)
  exact pos_of_mul_pos_left h3 huu.le
```

## Duality and the geometric mean in Lean

The proof of `keller_duality` supplies $s^{-1}Rj$ as the new fluctuation. `h1` identifies the total dual field, `h2` moves the local law past `R`, `h3` is $L(b,a)L(a,b)=ab$, and `h4` isolates the remainder in $J$.

```lean
/-- Keller-Dykhne duality: in a planar medium with positive phase conductivities, if `s` is
effective for `(a, b)`, then `a b / s` is effective for the medium with its phases interchanged. -/
theorem keller_duality (h : IsPlanarMedium U E J χ R) (ha : 0 < a) (hb : 0 < b)
    (hs : IsEffective U E J χ a b s) : IsEffective U E J χ b a (a * b / s) := by
  have hs0 : s ≠ 0 := (effective_pos h ha hb hs).ne'
  intro w hw
  obtain ⟨u, hu, rfl⟩ := h.rotU w hw
  obtain ⟨e, he, hj⟩ := hs u hu
  refine ⟨s⁻¹ • R (conductivity χ a b (u + e) - s • u),
    E.smul_mem _ (h.rotJ _ hj), ?_⟩
  -- the rotated current, divided by s, is the field of the dual problem
  have h1 : R u + s⁻¹ • R (conductivity χ a b (u + e) - s • u)
      = s⁻¹ • R (conductivity χ a b (u + e)) := by
    rw [map_sub, map_smul, smul_sub, smul_smul, inv_mul_cancel₀ hs0, one_smul]
    abel
  have h2 : ∀ y, conductivity χ b a (R y) = R (conductivity χ b a y) := by
    intro y
    simp only [conductivity_apply, h.comm, map_add, map_sub, map_smul]
  have h3 : ∀ x, conductivity χ b a (conductivity χ a b x) = (a * b) • x := by
    intro x
    simp only [conductivity_apply, map_add, map_sub, map_smul, h.idem]
    module
  have h4 : s⁻¹ • (a * b) • (R u + R e) - (a * b / s) • R u = (a * b / s) • R e := by
    module
  rw [h1, map_smul, h2, h3, map_smul, map_add, h4]
  exact J.smul_mem _ (h.rotE e he)
```

The product law follows from uniqueness. It bears on simulation practice for two-phase media with real positive coefficients: a discretisation that has such subspaces, such a projection `χ`, such an `R` and a scalar effective conductivity obeys it at every mesh size, so a solver of this kind can be tested by exchanging the phases. Interface cells that carry an arithmetic average of $a$ and $b$ violate $\chi^2=\chi$, and the law is then not guaranteed.

```lean
/-- For positive phase conductivities, the effective conductivities of a planar medium and of
its phase-interchanged partner have the product `a b`. -/
theorem keller_product (h : IsPlanarMedium U E J χ R) (ha : 0 < a) (hb : 0 < b)
    (hs : IsEffective U E J χ a b s) (hs' : IsEffective U E J χ b a s') :
    s * s' = a * b := by
  rw [effective_unique h hs' (keller_duality h ha hb hs)]
  exact mul_div_cancel₀ _ (effective_pos h ha hb hs).ne'
```

For the geometric mean, `hs'` transports the solution by `T`, and the product law with $s'=s$ gives the square root. In optics, $a$ and $b$ can be read as quasi-static permittivities, again real and positive; the negative or complex values of plasmonic metals do not satisfy the hypotheses.

```lean
/-- Dykhne's formula: in a planar medium with positive phase conductivities and a symmetry that
exchanges the phases, a scalar effective conductivity is the geometric mean of `a` and `b`. -/
theorem dykhne_formula (h : IsPlanarMedium U E J χ R) (hT : IsInterchange U E J χ T)
    (ha : 0 < a) (hb : 0 < b) (hs : IsEffective U E J χ a b s) : s = Real.sqrt (a * b) := by
  have hs' : IsEffective U E J χ b a s := by
    intro w hw
    obtain ⟨u, hu, rfl⟩ := hT.mapU w hw
    obtain ⟨e, he, hj⟩ := hs u hu
    refine ⟨T e, hT.mapE e he, ?_⟩
    -- T carries the solved problem to the interchanged medium
    have h1 : conductivity χ b a (T u + T e) - s • T u
        = T (conductivity χ a b (u + e) - s • u) := by
      simp only [conductivity_apply, map_add, map_sub, map_smul, hT.swap]
      module
    rw [h1]
    exact hT.mapJ _ hj
  rw [← keller_product h ha hb hs hs', Real.sqrt_mul_self (effective_pos h ha hb hs).le]
```

## An eight-dimensional medium with effective conductivity 9

A concrete model shows that the assumptions admit unequal phases. It is an algebraic example, not the discretisation of an actual planar composite. Its subspaces consist of vectors supported on chosen components, numbered from 0 to 7.

```lean
/-- The vectors of an eight-dimensional model whose components vanish outside `A`. -/
def coords (A : Finset (Fin 8)) : Submodule ℝ (EuclideanSpace ℝ (Fin 8)) where
  carrier := {x | ∀ i, i ∉ A → x i = 0}
  add_mem' hx hy i hi := by simp [hx i hi, hy i hi]
  zero_mem' i _ := by simp
  smul_mem' c x hx i hi := by simp [hx i hi]
```

The projection acts alike on two blocks of four components.

```lean
/-- The projection onto phase one in the eight-dimensional model. -/
def cellPhase : EuclideanSpace ℝ (Fin 8) →ₗ[ℝ] EuclideanSpace ℝ (Fin 8) where
  toFun x := WithLp.toLp 2 ![(5 * x 0 + 3 * x 2 + 4 * x 3) / 10,
    (5 * x 1 + 4 * x 2 - 3 * x 3) / 10, (5 * x 2 + 3 * x 0 + 4 * x 1) / 10,
    (5 * x 3 + 4 * x 0 - 3 * x 1) / 10, (5 * x 4 + 3 * x 6 + 4 * x 7) / 10,
    (5 * x 5 + 4 * x 6 - 3 * x 7) / 10, (5 * x 6 + 3 * x 4 + 4 * x 5) / 10,
    (5 * x 7 + 4 * x 4 - 3 * x 5) / 10]
  map_add' x y := by ext i; fin_cases i <;> simp <;> ring
  map_smul' c x := by ext i; fin_cases i <;> simp <;> ring
```

The rotation exchanges the blocks.

```lean
/-- The rotation of the model, which exchanges its two blocks of four components. -/
def cellRotation : EuclideanSpace ℝ (Fin 8) →ₗ[ℝ] EuclideanSpace ℝ (Fin 8) where
  toFun x := WithLp.toLp 2 (fun i => x (i + 4))
  map_add' _ _ := rfl
  map_smul' _ _ := rfl
```

The mirror changes signs within each block and interchanges the phases.

```lean
/-- The reflection of the model, which changes the signs of the last two components of each block.
-/
def cellMirror : EuclideanSpace ℝ (Fin 8) →ₗ[ℝ] EuclideanSpace ℝ (Fin 8) where
  toFun x := WithLp.toLp 2 ![x 0, x 1, -x 2, -x 3, x 4, x 5, -x 6, -x 7]
  map_add' x y := by ext i; fin_cases i <;> simp <;> ring
  map_smul' c x := by ext i; fin_cases i <;> simp
```

Here $U$ has components 0 and 4, $E$ has 3, 5 and 6, and $J$ has 1, 2 and 7. The conductivities are $16\mp5\sqrt7$, with product $256-175=81$. In the proof, `orth`, `rot` and `mir` settle the subspace conditions, and most other identities are checked component by component. The last part gives the fluctuation explicitly and uses $(\sqrt7)^2=7$ to verify the cell problem for every applied field in $U$.

```lean
/-- The eight-dimensional model is a planar medium with interchange symmetry, and for the
positive phase conductivities `16 - 5√7` and `16 + 5√7` its effective conductivity is `9`. -/
theorem dykhne_witness :
    IsPlanarMedium (coords {0, 4}) (coords {3, 5, 6}) (coords {1, 2, 7})
      cellPhase cellRotation ∧
    IsInterchange (coords {0, 4}) (coords {3, 5, 6}) (coords {1, 2, 7})
      cellPhase cellMirror ∧
    0 < 16 - 5 * Real.sqrt 7 ∧
    IsEffective (coords {0, 4}) (coords {3, 5, 6}) (coords {1, 2, 7}) cellPhase
      (16 - 5 * Real.sqrt 7) (16 + 5 * Real.sqrt 7) 9 := by
  have mem : ∀ (A : Finset (Fin 8)) (x : EuclideanSpace ℝ (Fin 8)),
      x ∈ coords A ↔ ∀ i, i ∉ A → x i = 0 := fun _ _ => Iff.rfl
  -- disjoint sets of components give orthogonal subspaces
  have orth : ∀ A B : Finset (Fin 8), (∀ i, i ∈ A → i ∉ B) →
      ∀ x ∈ coords A, ∀ y ∈ coords B, ⟪x, y⟫_ℝ = 0 := by
    intro A B hAB x hx y hy
    rw [PiLp.inner_apply]
    refine Finset.sum_eq_zero fun i _ => ?_
    by_cases hi : i ∈ A
    · rw [(mem B y).1 hy i (hAB i hi), inner_zero_right]
    · rw [(mem A x).1 hx i hi, inner_zero_left]
  have rot : ∀ A B : Finset (Fin 8), (∀ i, i ∉ B → i + 4 ∉ A) →
      ∀ x ∈ coords A, cellRotation x ∈ coords B :=
    fun A B hAB x hx => (mem B _).2 fun i hi => (mem A x).1 hx (i + 4) (hAB i hi)
  have mir : ∀ A : Finset (Fin 8), ∀ x ∈ coords A, cellMirror x ∈ coords A := by
    intro A x hx
    refine (mem A _).2 fun i hi => ?_
    have h0 := (mem A x).1 hx i hi
    fin_cases i <;> simpa [cellMirror] using h0
  refine ⟨⟨?_, orth _ _ (by decide), orth _ _ (by decide), orth _ _ (by decide),
    ?_, ?_, ?_, ?_, rot _ _ (by decide), rot _ _ (by decide)⟩,
    ⟨?_, mir _, mir _, ?_⟩, ?_, ?_⟩
  · refine ⟨WithLp.toLp 2 ![1, 0, 0, 0, 0, 0, 0, 0], (mem _ _).2 fun i hi => ?_, fun h => ?_⟩
    · fin_cases i <;> simp at hi ⊢
    · have h0 := congrArg (fun x : EuclideanSpace ℝ (Fin 8) => x 0) h
      simp at h0
  · intro x
    ext i
    fin_cases i <;> simp [cellPhase] <;> ring
  · intro x y
    simp [PiLp.inner_apply, Fin.sum_univ_eight, cellPhase]
    ring
  · intro x
    ext i
    fin_cases i <;> rfl
  · intro u hu
    refine ⟨cellRotation u, rot _ _ (by decide) u hu, ?_⟩
    ext i
    fin_cases i <;> rfl
  · intro u hu
    refine ⟨cellMirror u, mir _ u hu, ?_⟩
    ext i
    fin_cases i <;> simp [cellMirror]
  · intro x
    ext i
    fin_cases i <;> simp [cellPhase, cellMirror] <;> ring
  · have h7 : Real.sqrt 7 < 16 / 5 := (Real.sqrt_lt' (by norm_num)).2 (by norm_num)
    linarith
  · intro u hu
    have hr : Real.sqrt 7 * Real.sqrt 7 = 7 := Real.mul_self_sqrt (by norm_num)
    generalize Real.sqrt 7 = r at hr ⊢
    have h1 := (mem _ u).1 hu 1 (by decide)
    have h2 := (mem _ u).1 hu 2 (by decide)
    have h3 := (mem _ u).1 hu 3 (by decide)
    have h5 := (mem _ u).1 hu 5 (by decide)
    have h6 := (mem _ u).1 hu 6 (by decide)
    have h7 := (mem _ u).1 hu 7 (by decide)
    -- the fluctuation that solves the cell problem
    refine ⟨WithLp.toLp 2 ![0, 0, 0, r / 4 * u 0, 0, 7 / 12 * u 4, r / 3 * u 4, 0],
      (mem _ _).2 fun i hi => ?_, (mem _ _).2 fun i hi => ?_⟩
    · fin_cases i <;> simp at hi ⊢
    · fin_cases i <;>
        simp [conductivity_apply, cellPhase, h1, h2, h3, h5, h6, h7] at hi ⊢
      · linear_combination (-u 0) * hr
      · ring
      · linear_combination (-u 4) * hr
      · linear_combination (-(4 / 3) * u 4) * hr
      · ring

end

end KellerDykhne
```

```lean
#print axioms KellerDykhne.keller_duality
#print axioms KellerDykhne.dykhne_formula
```

```
'KellerDykhne.keller_duality' depends on axioms: [propext, Classical.choice, Quot.sound]
'KellerDykhne.dykhne_formula' depends on axioms: [propext, Classical.choice, Quot.sound]
```
